# The generalised Lyddane-Sachs-Teller relation for N phonon poles with N distinct longitudinal modes

Let $u=\omega^2$ be the squared frequency and let $j$ run from $0$ to $N-1$, as in `Fin N`. The dielectric function is

$$\varepsilon(u)=e+\sum_j\frac{S_j}{T_j-u},$$

with electronic background $e$ (usually written $\varepsilon_\infty$), squared transverse frequencies $T_j$ and strengths $S_j$, which carry the units of $u$ when $\varepsilon$ is dimensionless. The model is scalar, for one polarisation direction, and undamped: the denominators contain no term $-i\gamma_j\omega$. All parameters lie in a field `K`, for example the real or complex numbers.

```lean
import Mathlib

open Polynomial Lagrange

namespace GeneralisedLST

noncomputable section

variable {K : Type*} [Field K] {N : ℕ}

/-- Dielectric function of `N` phonon poles at squared frequency `u`, with background `e`,
strengths `S j` and squared transverse frequencies `T j`; its domain is `u` different from
every `T j`. -/
def eps (e : K) (S T : Fin N → K) (u : K) : K := e + ∑ j, S j / (T j - u)
```

At a zero of $\varepsilon$ a longitudinal field can exist without free charge. `LongitudinalModes` says that the $L_j$ are $N$ distinct zeros, none at a pole. Lean sets $S_j/0=0$, so the poles have to be excluded explicitly. That $N$ such zeros exist is a hypothesis here, and neither positivity nor interlacing with the $T_j$ is derived.

```lean
/-- The `L j` are `N` distinct squared frequencies, none of them at a pole, at which the
dielectric function vanishes. -/
def LongitudinalModes (e : K) (S T L : Fin N → K) : Prop :=
  Function.Injective L ∧ ∀ j, (∀ k, L j ≠ T k) ∧ eps e S T (L j) = 0
```

Write $P(u)=\prod_j(u-T_j)$, $Q(u)=\prod_j(u-L_j)$ and $P_j(u)=\prod_{k\ne j}(u-T_k)$. In Lean these are `nodal` polynomials. The defect is $D=e(P-Q)-\sum_jS_jP_j$.

```lean
/-- The numerator of the pole model minus the numerator `e ∏ (u - L j)` of the product form,
as a polynomial in the squared frequency. -/
def defect (e : K) (S T L : Fin N → K) : K[X] :=
  e • (nodal Finset.univ T - nodal Finset.univ L)
    - ∑ j, S j • nodal (Finset.univ.erase j) T
```

**(a)** Show that $\deg D<N$.

$P$ and $Q$ are both monic of degree $N$, so their leading terms cancel. Each $P_j$ has degree $N-1$. For $N=0$, $D$ is the zero polynomial. The proof places each term in `degreeLT K N`, the subspace of polynomials of degree below $N$, which is closed under linear combinations.

```lean
/-- The defect polynomial of `N` poles has degree below `N`. -/
theorem defect_degree (e : K) (S T L : Fin N → K) : (defect e S T L).degree < N := by
  -- the two monic products of degree N cancel at leading order
  have h1 : nodal Finset.univ T - nodal Finset.univ L ∈ degreeLT K N := by
    rw [mem_degreeLT]
    have h := Polynomial.degree_sub_lt_left (p := nodal Finset.univ T) (q := nodal Finset.univ L)
      (by rw [degree_nodal, degree_nodal]) nodal_monic.ne_zero
      (by rw [nodal_monic.leadingCoeff, nodal_monic.leadingCoeff])
    rw [degree_nodal, Finset.card_univ, Fintype.card_fin] at h
    exact h
  have h2 : ∀ j : Fin N, nodal (Finset.univ.erase j) T ∈ degreeLT K N := by
    intro j
    have hj := j.isLt
    have hN : N - 1 < N := by omega
    rw [mem_degreeLT, degree_nodal, Finset.card_erase_of_mem (Finset.mem_univ j),
      Finset.card_univ, Fintype.card_fin]
    exact_mod_cast hN
  rw [← mem_degreeLT]
  exact Submodule.sub_mem _ (Submodule.smul_mem _ _ h1)
    (Submodule.sum_mem _ fun j _ => Submodule.smul_mem _ _ (h2 j))
```

**(b)** Show that, away from the poles, $D(u)=\varepsilon(u)P(u)-e\,Q(u)$.

Since $P(u)=(u-T_j)P_j(u)$,

$$\frac{S_j}{T_j-u}P(u)=-S_jP_j(u).$$

Summing over $j$ and adding $eP-eQ$ gives $D$. The minus sign is easily lost, because the model has $T_j-u$ where the polynomial has $u-T_j$. In the code, `hs` is this summed identity.

```lean
/-- Away from the poles, the defect is the dielectric function times `∏ (u - T j)`, minus
`e ∏ (u - L j)`. -/
theorem defect_off_poles (e : K) (S T L : Fin N → K) {u : K} (hu : ∀ j, u ≠ T j) :
    (defect e S T L).eval u = eps e S T u * ∏ j, (u - T j) - e * ∏ j, (u - L j) := by
  have hs : (∑ j, S j / (T j - u)) * ∏ j, (u - T j)
      = -∑ j, S j * ∏ k ∈ Finset.univ.erase j, (u - T k) := by
    rw [Finset.sum_mul, ← Finset.sum_neg_distrib]
    refine Finset.sum_congr rfl fun j _ => ?_
    have hj : T j - u ≠ 0 := sub_ne_zero.mpr (hu j).symm
    rw [← Finset.mul_prod_erase Finset.univ (fun k => u - T k) (Finset.mem_univ j)]
    -- each pole cancels its own factor
    have hc : S j / (T j - u) * (T j - u) = S j := div_mul_cancel₀ _ hj
    linear_combination (-∏ k ∈ Finset.univ.erase j, (u - T k)) * hc
  simp only [defect, eval_sub, eval_smul, eval_finsetSum, eval_nodal, smul_eq_mul]
  rw [eps, add_mul, hs]
  ring
```

**(c)** Show that $D(T_j)=-e\,Q(T_j)-S_jP_j(T_j)$.

$P(T_j)=0$, and for $i\ne j$ the product $P_i(T_j)$ contains the factor $T_j-T_j$. `Finset.sum_eq_single` keeps the one surviving term.

```lean
/-- The defect at a pole `T j`: of all the strengths, only `S j` enters, beside the term
`-e ∏ₖ (T j - L k)`. -/
theorem defect_at_pole (e : K) (S T L : Fin N → K) (j : Fin N) :
    (defect e S T L).eval (T j) = -(e * ∏ k, (T j - L k))
      - S j * ∏ k ∈ Finset.univ.erase j, (T j - T k) := by
  have h0 : ∏ k, (T j - T k) = 0 := Finset.prod_eq_zero (Finset.mem_univ j) (sub_self _)
  have hs : ∑ i, S i * ∏ k ∈ Finset.univ.erase i, (T j - T k)
      = S j * ∏ k ∈ Finset.univ.erase j, (T j - T k) := by
    refine Finset.sum_eq_single j (fun i _ hij => ?_) (fun h => absurd (Finset.mem_univ j) h)
    rw [Finset.prod_eq_zero (Finset.mem_erase.mpr ⟨hij.symm, Finset.mem_univ j⟩)
      (sub_self _), mul_zero]
  simp only [defect, eval_sub, eval_smul, eval_finsetSum, eval_nodal, smul_eq_mul]
  rw [h0, hs]
  ring
```

**(d)** Show that $D=0$ identically if the $L_j$ are longitudinal modes.

By (b), $D(L_i)=0\cdot P(L_i)-e\cdot0=0$. A polynomial of degree below $N$ with $N$ distinct roots is zero.

```lean
/-- If the `L j` are `N` distinct zeros of the dielectric function, none of them at a pole, the
defect polynomial vanishes identically. -/
theorem defect_eq_zero {e : K} {S T L : Fin N → K} (h : LongitudinalModes e S T L) :
    defect e S T L = 0 := by
  -- degree below N, but N distinct roots
  refine Polynomial.eq_zero_of_degree_lt_of_eval_index_eq_zero (v := L) Finset.univ
    h.1.injOn ?_ fun i _ => ?_
  · rw [Finset.card_univ, Fintype.card_fin]
    exact defect_degree e S T L
  · have h0 : ∏ k, (L i - L k) = 0 :=
      Finset.prod_eq_zero (Finset.mem_univ i) (sub_self _)
    rw [defect_off_poles e S T L (h.2 i).1, (h.2 i).2, h0]
    ring
```

**(e)** Deduce that, away from the poles,

$$\varepsilon(u)=e\prod_j\frac{L_j-u}{T_j-u}.$$

By (b) and (d), $\varepsilon P=eQ$. Divide by $P(u)\ne0$, then reverse the sign of numerator and denominator in each factor; `hq` does the latter.

```lean
/-- Factorised dielectric function: away from the poles,
`eps(u) = e ∏ (L j - u) / (T j - u)`, where the `L j` are the `N` longitudinal modes. -/
theorem eps_factorised {e : K} {S T L : Fin N → K} (h : LongitudinalModes e S T L)
    {u : K} (hu : ∀ j, u ≠ T j) :
    eps e S T u = e * ∏ j, (L j - u) / (T j - u) := by
  have hd := defect_off_poles e S T L hu
  rw [defect_eq_zero h, eval_zero] at hd
  have hP : ∏ j, (u - T j) ≠ 0 :=
    Finset.prod_ne_zero_iff.mpr fun j _ => sub_ne_zero.mpr (hu j)
  have hq : ∏ j, (L j - u) / (T j - u) = ∏ j, (u - L j) / (u - T j) :=
    Finset.prod_congr rfl fun j _ => by
      rw [← neg_sub u (L j), ← neg_sub u (T j), neg_div_neg_eq]
  rw [hq, Finset.prod_div_distrib, ← mul_div_assoc, eq_div_iff hP]
  linear_combination -hd
```

**(f)** Let $e\ne0$ and all $T_j\ne0$: the background does not vanish and no transverse mode has softened to zero frequency. Show that the $L_j$ are all the zeros away from the poles, and that

$$\frac{\varepsilon(0)}{e}=\prod_j\frac{L_j}{T_j}.$$

If the product in (e) vanishes, some numerator $L_j-u$ does, so $u=L_j$; conversely, each $L_j$ is a zero by hypothesis. Setting $u=0$ in (e) and dividing by $e$ gives the ratio. Within this undamped model, it lets a lattice-dynamics calculation check the ratio of its static dielectric constant to its electronic background against its mode frequencies, which must be squared first.

```lean
/-- Generalised Lyddane-Sachs-Teller relation: for nonzero background and nonzero transverse
frequencies, `N` distinct longitudinal modes `L j` are all the zeros of the dielectric function
away from its poles, and `eps(0) / e = ∏ L j / T j`. -/
theorem generalised_lyddane_sachs_teller {e : K} {S T L : Fin N → K} (he : e ≠ 0)
    (hT : ∀ j, T j ≠ 0) (h : LongitudinalModes e S T L) :
    (∀ u, (∀ j, u ≠ T j) → (eps e S T u = 0 ↔ ∃ j, u = L j)) ∧
      eps e S T 0 / e = ∏ j, L j / T j := by
  constructor
  · intro u hu
    constructor
    · intro h0
      rw [eps_factorised h hu] at h0
      obtain ⟨j, _, hj⟩ := Finset.prod_eq_zero_iff.mp ((mul_eq_zero.mp h0).resolve_left he)
      have hj' := (div_eq_zero_iff.mp hj).resolve_right (sub_ne_zero.mpr (hu j).symm)
      exact ⟨j, (sub_eq_zero.mp hj').symm⟩
    · rintro ⟨j, rfl⟩
      exact (h.2 j).2
  · -- the static limit of the factorised form
    rw [eps_factorised h fun j => (hT j).symm, mul_div_cancel_left₀ _ he]
    simp only [sub_zero]
```

**(g)** Let the $T_j$ be distinct, and the $L_j$ distinct and away from them. Show that the $L_j$ are the longitudinal modes exactly when, for every $j$,

$$S_j=\frac{-e\prod_k(T_j-L_k)}{\prod_{k\ne j}(T_j-T_k)}.$$

Forwards, set $D(T_j)=0$ in (c) and solve for $S_j$. Backwards, the formula gives $D$ the $N$ distinct roots $T_j$, so $D=0$ by (a). Then (b) gives $\varepsilon(L_i)P(L_i)=0$ with $P(L_i)\ne0$.

A fitting code that stores the background $e$ and the mode frequencies can compute undamped strengths this way; a negative $S_j$ flags data incompatible with positive oscillator strengths.

```lean
/-- Strengths from mode frequencies: for distinct poles `T j` and distinct `L j` away from
them, the `L j` are the longitudinal modes exactly when every strength is
`S j = -e ∏ₖ (T j - L k) / ∏_{k ≠ j} (T j - T k)`. -/
theorem modes_iff_strengths {e : K} {S T L : Fin N → K} (hT : Function.Injective T)
    (hL : Function.Injective L) (hLT : ∀ j k, L j ≠ T k) :
    LongitudinalModes e S T L ↔ ∀ j, S j =
      (-e * ∏ k, (T j - L k)) / ∏ k ∈ Finset.univ.erase j, (T j - T k) := by
  have hP : ∀ j, ∏ k ∈ Finset.univ.erase j, (T j - T k) ≠ 0 := fun j =>
    Finset.prod_ne_zero_iff.mpr fun k hk =>
      sub_ne_zero.mpr fun hjk => (Finset.mem_erase.mp hk).1 (hT hjk).symm
  constructor
  · intro h j
    have hd := defect_at_pole e S T L j
    rw [defect_eq_zero h, eval_zero] at hd
    rw [eq_div_iff (hP j)]
    linear_combination hd
  · intro hS
    -- now the defect has the N distinct poles as roots
    have hz : defect e S T L = 0 := by
      refine Polynomial.eq_zero_of_degree_lt_of_eval_index_eq_zero (v := T) Finset.univ
        hT.injOn ?_ fun j _ => ?_
      · rw [Finset.card_univ, Fintype.card_fin]
        exact defect_degree e S T L
      · have hj := (eq_div_iff (hP j)).mp (hS j)
        rw [defect_at_pole]
        linear_combination -hj
    refine ⟨hL, fun i => ⟨hLT i, ?_⟩⟩
    have h0 : ∏ k, (L i - L k) = 0 :=
      Finset.prod_eq_zero (Finset.mem_univ i) (sub_self _)
    have hd := defect_off_poles e S T L (hLT i)
    rw [hz, eval_zero, h0, mul_zero, sub_zero] at hd
    exact (mul_eq_zero.mp hd.symm).resolve_right
      (Finset.prod_ne_zero_iff.mpr fun k _ => sub_ne_zero.mpr (hLT i k))
```

**(h)** Let the $L_j$ be longitudinal modes. Show that $\sum_jS_j=e\sum_j(L_j-T_j)$.

For $N=0$ both sides vanish. Otherwise compare coefficients of $u^{N-1}$ in $D=0$: they are $-\sum_jT_j$ in $P$, $-\sum_jL_j$ in $Q$ and $1$ in each $P_j$. Hence $0=e\sum_j(L_j-T_j)-\sum_jS_j$.

```lean
/-- Sum rule: the total strength equals the background `e` times the sum of the
longitudinal-transverse splittings of the squared frequencies. -/
theorem strength_sum_rule {e : K} {S T L : Fin N → K} (h : LongitudinalModes e S T L) :
    ∑ j, S j = e * ∑ j, (L j - T j) := by
  cases N with
  | zero => simp
  | succ n =>
    have hc : ∀ v : Fin (n + 1) → K, (nodal Finset.univ v).coeff n = -∑ j, v j := by
      intro v
      have hv := Polynomial.prod_X_sub_C_coeff_card_pred Finset.univ v (by simp)
      rw [Finset.card_univ, Fintype.card_fin, Nat.add_sub_cancel] at hv
      exact hv
    have h1 : ∀ j : Fin (n + 1), (nodal (Finset.univ.erase j) T).coeff n = 1 := by
      intro j
      have hm := (nodal_monic (s := Finset.univ.erase j) (v := T)).coeff_natDegree
      rw [natDegree_nodal, Finset.card_erase_of_mem (Finset.mem_univ j),
        Finset.card_univ, Fintype.card_fin, Nat.add_sub_cancel] at hm
      exact hm
    -- compare the coefficients of order N - 1
    have hd := congrArg (fun p : K[X] => p.coeff n) (defect_eq_zero h)
    simp only [defect, coeff_sub, coeff_smul, Polynomial.finsetSum_coeff, smul_eq_mul, coeff_zero,
      hc, h1, mul_one] at hd
    rw [Finset.sum_sub_distrib]
    linear_combination -hd
```

**(i)** For $e=1$, $S=(3/2,1/2)$ and $T=(1,3)$, show that $\varepsilon(2)=\varepsilon(4)=0$.

$$\varepsilon(2)=1-\tfrac32+\tfrac12=0,\qquad \varepsilon(4)=1-\tfrac12-\tfrac12=0.$$

The values $2$ and $4$ are distinct and avoid both poles, so `LongitudinalModes` is satisfied with positive strengths.

```lean
/-- Two phonons with background `1`, strengths `3/2, 1/2` and squared transverse frequencies
`1, 3` have longitudinal modes at squared frequencies `2, 4`. -/
theorem longitudinalModes_witness :
    LongitudinalModes (1 : ℝ) ![3 / 2, 1 / 2] ![1, 3] ![2, 4] := by
  refine ⟨?_, fun j => ⟨fun k => ?_, ?_⟩⟩
  · intro i j hij
    fin_cases i <;> fin_cases j
    · rfl
    · norm_num at hij
    · norm_num at hij
    · rfl
  · fin_cases j <;> fin_cases k <;> norm_num
  · fin_cases j <;> norm_num [eps, Fin.sum_univ_two]

end

end GeneralisedLST
```

```lean
#print axioms GeneralisedLST.generalised_lyddane_sachs_teller
-- 'GeneralisedLST.generalised_lyddane_sachs_teller' depends on axioms: [propext, Classical.choice, Quot.sound]
#print axioms GeneralisedLST.modes_iff_strengths
-- 'GeneralisedLST.modes_iff_strengths' depends on axioms: [propext, Classical.choice, Quot.sound]
#print axioms GeneralisedLST.strength_sum_rule
-- 'GeneralisedLST.strength_sum_rule' depends on axioms: [propext, Classical.choice, Quot.sound]
```
